# Zone folding: the equal-mass diatomic chain has the monatomic dispersion at phases $x/2$ and $x/2+\pi$

Q: Before I object to anything, which chain is this, and what do the symbols mean?

A: An infinite harmonic chain with two atoms per cell, masses $m_1$ and $m_2$, and the same spring constant $K$ between all nearest neighbours. The phase advance per cell is $x$, so the first Brillouin zone is $|x|\le\pi$. The monatomic chain has one mass $m$ and a phase $\theta$ per atom. In both cases $w$ stands for the squared frequency $\omega^2$.

In Lean 4 with Mathlib:

```lean
import Mathlib

open Real

namespace DiatomicZoneFolding

noncomputable section
```

A plane wave at site or cell $n$ is $e^{i\theta n}$.

```lean
/-- The plane wave with phase advance `θ` per lattice step, at site `n`. -/
def wave (θ : ℝ) (n : ℤ) : ℂ := Complex.exp (θ * n * Complex.I)
```

The monatomic dispersion is $(4K/m)\sin^2(\theta/2)$.

```lean
/-- Squared frequency of the monatomic chain at phase `θ` per atom. -/
def monatomicSq (K m θ : ℝ) : ℝ := 4 * K / m * sin (θ / 2) ^ 2
```

For the diatomic chain, let

$$S=\sqrt{\left(\frac1{m_1}+\frac1{m_2}\right)^2-\frac{4\sin^2(x/2)}{m_1m_2}},\qquad w_\mp=K\left(\frac1{m_1}+\frac1{m_2}\right)\mp KS .$$

The code calls $S$ `splitting`, $w_-$ `acousticSq` and $w_+$ `opticalSq`.

```lean
/-- The square root that separates the two diatomic branches at phase `x` per cell. -/
def splitting (m₁ m₂ x : ℝ) : ℝ :=
  √((1 / m₁ + 1 / m₂) ^ 2 - 4 * sin (x / 2) ^ 2 / (m₁ * m₂))

/-- Squared frequency of the acoustic branch of the diatomic chain. -/
def acousticSq (K m₁ m₂ x : ℝ) : ℝ := K * (1 / m₁ + 1 / m₂) - K * splitting m₁ m₂ x

/-- Squared frequency of the optical branch of the diatomic chain. -/
def opticalSq (K m₁ m₂ x : ℝ) : ℝ := K * (1 / m₁ + 1 / m₂) + K * splitting m₁ m₂ x
```

Q: Those are textbook formulas typed in as definitions. Where is the mechanics?

A: In the next definition. The displacements in cell $n$ are $Ae^{ixn}$ and $Be^{ixn}$. The first atom has neighbours $B$ in cells $n$ and $n-1$; the second has neighbours $A$ in cells $n$ and $n+1$. With time dependence $e^{-i\omega t}$, Newton's equations become the two lines below, required for every integer $n$.

```lean
/-- Newton's equations for the two sublattices of the diatomic chain, for Bloch waves with
amplitudes `A`, `B`, phase `x` per cell and squared frequency `w`. -/
def IsBlochMode (K m₁ m₂ x w : ℝ) (A B : ℂ) : Prop :=
  ∀ n : ℤ,
    (m₁ : ℂ) * w * (A * wave x n)
      = K * (2 * (A * wave x n) - B * wave x n - B * wave x (n - 1)) ∧
    (m₂ : ℂ) * w * (B * wave x n)
      = K * (2 * (B * wave x n) - A * wave x n - A * wave x (n + 1))
```

The harmonic time dependence has already been inserted, and $w$ is a real number. The phase inside a cell is absorbed into $B$.

Q: Then the monatomic formula needs the same treatment, or you are comparing with something merely postulated.

A: It gets it. Inserting $e^{i\theta j}$ into the monatomic equation of motion and cancelling the wave gives

$$mw=K(2-e^{i\theta}-e^{-i\theta})=2K(1-\cos\theta)=4K\sin^2(\theta/2).$$

The ingredients are these: a plane wave never vanishes, one step multiplies it by $e^{\pm i\theta}$, the two phase factors add up to $2\cos\theta$, and $\cos\theta=1-2\sin^2(\theta/2)$.

```lean
private lemma wave_ne_zero (θ : ℝ) (n : ℤ) : wave θ n ≠ 0 := Complex.exp_ne_zero _

private lemma wave_succ (θ : ℝ) (n : ℤ) :
    wave θ (n + 1) = wave θ n * Complex.exp (θ * Complex.I) := by
  unfold wave
  rw [← Complex.exp_add]
  congr 1
  push_cast
  ring

private lemma wave_pred (θ : ℝ) (n : ℤ) :
    wave θ (n - 1) = wave θ n * Complex.exp (-θ * Complex.I) := by
  unfold wave
  rw [← Complex.exp_add]
  congr 1
  push_cast
  ring

private lemma phase_sum (θ : ℝ) :
    Complex.exp (θ * Complex.I) + Complex.exp (-θ * Complex.I) = ((2 * cos θ : ℝ) : ℂ) := by
  rw [Complex.ofReal_mul, Complex.ofReal_cos, Complex.cos]
  push_cast
  ring

private lemma cos_half (θ : ℝ) : cos θ = 1 - 2 * sin (θ / 2) ^ 2 := by
  have h := Real.cos_two_mul (θ / 2)
  rw [show 2 * (θ / 2) = θ by ring] at h
  linarith [Real.sin_sq_add_cos_sq (θ / 2)]
```

The theorem is an equivalence. In one direction the proof uses the equation at site $0$ and cancels the wave; in the other it multiplies the scalar relation by the wave at site $j$. The casts carry the relation between complex and real numbers.

```lean
/-- A plane wave solves Newton's equations of the monatomic chain exactly when its squared
frequency is given by the monatomic dispersion. -/
theorem monatomic_mode_iff {K m θ w : ℝ} (hm : m ≠ 0) :
    (∀ j : ℤ, (m : ℂ) * w * wave θ j
      = K * (2 * wave θ j - wave θ (j + 1) - wave θ (j - 1))) ↔ w = monatomicSq K m θ := by
  have hc := cos_half θ
  rw [monatomicSq, div_mul_eq_mul_div, eq_div_iff hm]
  constructor
  · intro h
    have h0 := h 0
    rw [wave_succ, wave_pred] at h0
    have e : (m : ℂ) * w = K * (2 - ((2 * cos θ : ℝ) : ℂ)) := by
      apply mul_left_cancel₀ (wave_ne_zero θ 0)
      linear_combination h0 - K * wave θ 0 * phase_sum θ
    have e' : m * w = K * (2 - 2 * cos θ) := by exact_mod_cast e
    rw [hc] at e'
    linear_combination e'
  · intro h j
    have e' : m * w = K * (2 - 2 * cos θ) := by
      rw [hc]
      linear_combination h
    have e : (m : ℂ) * w = K * (2 - ((2 * cos θ : ℝ) : ℂ)) := by exact_mod_cast e'
    rw [wave_succ, wave_pred]
    linear_combination wave θ j * e + K * wave θ j * phase_sum θ
```

Q: And the diatomic branches? I want to see that they are the eigenfrequencies.

A: Cancelling $e^{ixn}$ leaves two amplitude equations:

$$(2K-m_1w)A=K(1+e^{-ix})B,\qquad (2K-m_2w)B=K(1+e^{ix})A .$$

The lemma `bloch_iff` states that these are equivalent to the equations in all cells.

```lean
private lemma bloch_iff (K m₁ m₂ x w : ℝ) (A B : ℂ) :
    IsBlochMode K m₁ m₂ x w A B ↔
      (2 * K - m₁ * w : ℂ) * A = (K * (1 + Complex.exp (-x * Complex.I))) * B ∧
      (2 * K - m₂ * w : ℂ) * B = (K * (1 + Complex.exp (x * Complex.I))) * A := by
  constructor
  · intro h
    obtain ⟨h1, h2⟩ := h 0
    rw [wave_pred] at h1
    rw [wave_succ] at h2
    constructor <;> apply mul_left_cancel₀ (wave_ne_zero x 0)
    · linear_combination -h1
    · linear_combination -h2
  · rintro ⟨h1, h2⟩ n
    rw [wave_pred, wave_succ]
    exact ⟨by linear_combination -wave x n * h1, by linear_combination -wave x n * h2⟩
```

A nonzero pair $(A,B)$ exists exactly when the product of the left coefficients equals the product of the right ones. This is the vanishing determinant of a $2\times2$ system. In `two_by_two` one direction cancels a nonzero amplitude, and the other writes down a solution.

```lean
private lemma two_by_two (a b c d : ℂ) :
    (∃ A B : ℂ, (A ≠ 0 ∨ B ≠ 0) ∧ a * A = c * B ∧ b * B = d * A) ↔ a * b = c * d := by
  constructor
  · rintro ⟨A, B, hA | hB, h1, h2⟩
    · apply mul_right_cancel₀ hA
      linear_combination b * h1 + c * h2
    · apply mul_right_cancel₀ hB
      linear_combination a * h2 + d * h1
  · intro h
    by_cases h1 : c = 0 ∧ a = 0
    · obtain ⟨rfl, rfl⟩ := h1
      by_cases h2 : b = 0 ∧ d = 0
      · obtain ⟨rfl, rfl⟩ := h2
        exact ⟨1, 0, Or.inl one_ne_zero, by ring, by ring⟩
      · exact ⟨b, d, not_and_or.mp h2, by ring, by ring⟩
    · exact ⟨c, a, not_and_or.mp h1, by ring, by linear_combination h⟩
```

Q: Why does that lemma split into cases? A determinant is a determinant.

A: Because the explicit solution $(A,B)=(c,a)$ is useless when both entries vanish. That does happen here: at $x=\pi$ the factor $1+e^{\pm ix}$ is zero, so $c=0$ and the sublattices decouple, and for $w=2K/m_1$ the coefficient $a=2K-m_1w$ is zero as well. The proof then takes $(b,d)$, or $(1,0)$ if all four coefficients are zero.

For the chain, the condition reads

$$(2K-m_1w)(2K-m_2w)=K^2(2+2\cos x)=K^2\left(4-4\sin^2(x/2)\right).$$

Expanding and dividing by $m_1m_2$ gives

$$w^2-2K\left(\frac1{m_1}+\frac1{m_2}\right)w+\frac{4K^2\sin^2(x/2)}{m_1m_2}=0,$$

whose roots are $w_\mp$, provided that the quantity under the root is not negative. Since $(1/m_1+1/m_2)^2-(1/m_1-1/m_2)^2=4/(m_1m_2)$, we have

$$S^2=\left(\frac1{m_1}-\frac1{m_2}\right)^2+\frac{4\cos^2(x/2)}{m_1m_2}\ge0 .$$

```lean
/-- The quantity under the square root is a mass-difference term plus a term in
`cos² (x/2)`. -/
theorem discriminant_eq {m₁ m₂ : ℝ} (h₁ : m₁ ≠ 0) (h₂ : m₂ ≠ 0) (x : ℝ) :
    (1 / m₁ + 1 / m₂) ^ 2 - 4 * sin (x / 2) ^ 2 / (m₁ * m₂)
      = (1 / m₁ - 1 / m₂) ^ 2 + 4 * cos (x / 2) ^ 2 / (m₁ * m₂) := by
  rw [Real.cos_sq']
  field_simp
  ring
```

In the next proof `hprod` evaluates the product of the couplings, `hR` uses the nonnegative discriminant to square the root, and `key` factors the secular polynomial as $m_1m_2(w-w_-)(w-w_+)$. A product vanishes exactly when one of its factors does, which gives the two branches. The result holds for every real $x$ and all positive masses.

```lean
/-- The diatomic chain has a nonzero Bloch mode of squared frequency `w` exactly when `w` lies
on the acoustic or the optical branch. -/
theorem diatomic_mode_iff {K m₁ m₂ x w : ℝ} (h₁ : 0 < m₁) (h₂ : 0 < m₂) :
    (∃ A B : ℂ, (A ≠ 0 ∨ B ≠ 0) ∧ IsBlochMode K m₁ m₂ x w A B) ↔
      w = acousticSq K m₁ m₂ x ∨ w = opticalSq K m₁ m₂ x := by
  simp only [bloch_iff]
  rw [two_by_two]
  -- the product of the off-diagonal couplings is real
  have hprod : (K * (1 + Complex.exp (-x * Complex.I))) * (K * (1 + Complex.exp (x * Complex.I)))
      = ((K ^ 2 * (4 - 4 * sin (x / 2) ^ 2) : ℝ) : ℂ) := by
    have hp : Complex.exp (x * Complex.I) * Complex.exp (-x * Complex.I) = 1 := by
      rw [← Complex.exp_add]
      simp
    have hs := phase_sum x
    rw [show K ^ 2 * (4 - 4 * sin (x / 2) ^ 2) = K ^ 2 * (2 + 2 * cos x) by
      rw [cos_half x]; ring]
    push_cast at hs ⊢
    linear_combination (K : ℂ) ^ 2 * hs + (K : ℂ) ^ 2 * hp
  rw [hprod, show ((2 * K - m₁ * w) * (2 * K - m₂ * w) : ℂ)
    = (((2 * K - m₁ * w) * (2 * K - m₂ * w) : ℝ) : ℂ) by push_cast; ring, Complex.ofReal_inj]
  have hR : splitting m₁ m₂ x ^ 2
      = (1 / m₁ + 1 / m₂) ^ 2 - 4 * sin (x / 2) ^ 2 / (m₁ * m₂) := by
    apply Real.sq_sqrt
    rw [discriminant_eq h₁.ne' h₂.ne']
    positivity
  -- the secular polynomial factors into the two branches
  have hf : (w - acousticSq K m₁ m₂ x) * (w - opticalSq K m₁ m₂ x)
      = w ^ 2 - 2 * K * (1 / m₁ + 1 / m₂) * w
        + K ^ 2 * (4 * sin (x / 2) ^ 2 / (m₁ * m₂)) := by
    unfold acousticSq opticalSq
    linear_combination (-K ^ 2) * hR
  have key : (2 * K - m₁ * w) * (2 * K - m₂ * w) - K ^ 2 * (4 - 4 * sin (x / 2) ^ 2)
      = m₁ * m₂ * ((w - acousticSq K m₁ m₂ x) * (w - opticalSq K m₁ m₂ x)) := by
    rw [hf]
    field_simp
    ring
  constructor
  · intro h
    rw [h, sub_self] at key
    rcases mul_eq_zero.mp ((mul_eq_zero.mp key.symm).resolve_left (mul_pos h₁ h₂).ne') with h | h
    · exact Or.inl (sub_eq_zero.mp h)
    · exact Or.inr (sub_eq_zero.mp h)
  · rintro (h | h)
    · rw [sub_eq_zero.mpr h, zero_mul, mul_zero] at key
      exact sub_eq_zero.mp key
    · rw [sub_eq_zero.mpr h, mul_zero, mul_zero] at key
      exact sub_eq_zero.mp key
```

Q: Good. Now the folding itself.

A: Set $m_1=m_2=m>0$. The mass-difference term disappears, and $S=(2/m)|\cos(x/2)|$. For $|x|\le\pi$ the cosine is nonnegative, so the absolute value goes away and

$$w_\mp=\frac{2K}{m}\left(1\mp\cos\frac x2\right),\qquad w_-=\frac{4K}{m}\sin^2\frac x4,\qquad w_+=\frac{4K}{m}\cos^2\frac x4 .$$

The monatomic dispersion at $\theta=x/2$ is the first of these. At $\theta=x/2+\pi$ it contains $\sin^2(x/4+\pi/2)=\cos^2(x/4)$, which is the second. The theorem states all four equalities; `hc` supplies the sign of the cosine and `hs` the opened root.

```lean
/-- Zone folding: for equal masses and `|x| ≤ π` the acoustic and optical branches are
`(4K/m) sin² (x/4)` and `(4K/m) cos² (x/4)`, the monatomic dispersion at `x/2` and `x/2 + π`. -/
theorem zone_folding (K : ℝ) {m x : ℝ} (hm : 0 < m) (hx : |x| ≤ π) :
    acousticSq K m m x = 4 * K / m * sin (x / 4) ^ 2 ∧
    opticalSq K m m x = 4 * K / m * cos (x / 4) ^ 2 ∧
    acousticSq K m m x = monatomicSq K m (x / 2) ∧
    opticalSq K m m x = monatomicSq K m (x / 2 + π) := by
  obtain ⟨hl, hr⟩ := abs_le.mp hx
  have hc : 0 ≤ cos (x / 2) :=
    Real.cos_nonneg_of_mem_Icc ⟨by linarith, by linarith⟩
  -- in the first zone the square root opens without an absolute value
  have hs : splitting m m x = 2 / m * cos (x / 2) := by
    unfold splitting
    rw [discriminant_eq hm.ne' hm.ne', show (1 / m - 1 / m) ^ 2 + 4 * cos (x / 2) ^ 2 / (m * m)
      = (2 / m * cos (x / 2)) ^ 2 by ring]
    exact Real.sqrt_sq (by positivity)
  have hh := cos_half (x / 2)
  rw [show x / 2 / 2 = x / 4 by ring] at hh
  have ha : acousticSq K m m x = 4 * K / m * sin (x / 4) ^ 2 := by
    rw [acousticSq, hs, hh]
    ring
  have ho : opticalSq K m m x = 4 * K / m * cos (x / 4) ^ 2 := by
    rw [opticalSq, hs, hh, Real.cos_sq']
    ring
  refine ⟨ha, ho, ?_, ?_⟩
  · rw [ha, monatomicSq, show x / 2 / 2 = x / 4 by ring]
  · rw [ho, monatomicSq, show (x / 2 + π) / 2 = x / 4 + π / 2 by ring,
      Real.sin_add_pi_div_two]
```

Q: Is $|x|\le\pi$ really needed? Everything is periodic.

A: The branch formulas have period $2\pi$ in $x$, but $\sin^2(x/4)$ has period $4\pi$. Take $K=m=1$ and $x=2\pi$: the acoustic formula gives $2-2=0$, while $4\sin^2(\pi/2)=4$. Outside the zone the two expressions can exchange branches.

Q: You have matched frequencies. Does that make the modes the same?

A: The theorem compares frequencies only, but the amplitude equations show the rest by hand. For equal masses, $K\neq0$ and $|x|<\pi$, the acoustic mode has $B=e^{ix/2}A$ and the optical one $B=-e^{ix/2}A=e^{i(x/2+\pi)}A$. These are plane waves with phase $x/2$ and $x/2+\pi$ per atom.

Q: And the touching point? A gap should open as soon as the masses differ.

A: The branches differ by $2KS$. For $K\ne0$ they meet only if $S=0$, and since $S^2$ is a sum of two nonnegative terms, both must vanish. The first gives $m_1=m_2$; the second gives $\cos(x/2)=0$, which within the zone means $|x|=\pi$. The proof follows this argument, and for the converse it inserts the two conditions into $S$.

```lean
/-- For `K ≠ 0`, positive masses and `|x| ≤ π`, the two branches meet exactly when the masses are
equal and `x` is at the zone boundary. -/
theorem branches_meet_iff {K m₁ m₂ x : ℝ} (hK : K ≠ 0) (h₁ : 0 < m₁) (h₂ : 0 < m₂)
    (hx : |x| ≤ π) :
    acousticSq K m₁ m₂ x = opticalSq K m₁ m₂ x ↔ m₁ = m₂ ∧ |x| = π := by
  constructor
  · intro h
    have hz : K * splitting m₁ m₂ x = 0 := by
      unfold acousticSq opticalSq at h
      linarith
    have hs := (mul_eq_zero.mp hz).resolve_left hK
    unfold splitting at hs
    rw [discriminant_eq h₁.ne' h₂.ne', Real.sqrt_eq_zero (by positivity)] at hs
    -- both nonnegative terms of the discriminant vanish
    have p1 : 0 ≤ (1 / m₁ - 1 / m₂) ^ 2 := sq_nonneg _
    have p2 : 0 ≤ 4 * cos (x / 2) ^ 2 / (m₁ * m₂) := by positivity
    constructor
    · have e : (1 / m₁ - 1 / m₂) ^ 2 = 0 := by linarith
      have e' : 1 / m₁ = 1 / m₂ := sub_eq_zero.mp (pow_eq_zero_iff two_ne_zero |>.mp e)
      rw [one_div, one_div] at e'
      exact inv_injective e'
    · by_contra hne
      obtain ⟨hl, hr⟩ := abs_lt.mp (lt_of_le_of_ne hx hne)
      have hc : 0 < cos (x / 2) :=
        Real.cos_pos_of_mem_Ioo ⟨by linarith, by linarith⟩
      have : 0 < 4 * cos (x / 2) ^ 2 / (m₁ * m₂) := by positivity
      linarith
  · rintro ⟨rfl, hb⟩
    have hc : cos (x / 2) = 0 := by
      rw [← Real.cos_abs, abs_div, hb, abs_two, Real.cos_pi_div_two]
    have hs : splitting m₁ m₁ x = 0 := by
      unfold splitting
      rw [discriminant_eq h₁.ne' h₁.ne', hc]
      simp
    rw [acousticSq, opticalSq, hs]
    ring
```

The condition $K\neq0$ says that the atoms are actually coupled. With $K=0$ both branches are zero at every $x$, whatever the masses.

Q: What are the values at the edge?

A: At $x=\pi$ the cosine term is gone and $S=|1/m_1-1/m_2|$. If $m_2\le m_1$, this is $1/m_2-1/m_1$, so $w_-=2K/m_1$ and $w_+=2K/m_2$. The difference is $2K(1/m_2-1/m_1)$ in squared frequency, and for equal masses both values are $2K/m$.

```lean
/-- At `x = π` the acoustic branch has squared frequency `2K/m₁` and the optical branch `2K/m₂`,
where `m₁` is the mass that is at least as heavy. -/
theorem zone_boundary_values (K : ℝ) {m₁ m₂ : ℝ} (h₂ : 0 < m₂) (h : m₂ ≤ m₁) :
    acousticSq K m₁ m₂ π = 2 * K / m₁ ∧ opticalSq K m₁ m₂ π = 2 * K / m₂ := by
  have h₁ : 0 < m₁ := lt_of_lt_of_le h₂ h
  have hs : splitting m₁ m₂ π = 1 / m₂ - 1 / m₁ := by
    unfold splitting
    rw [discriminant_eq h₁.ne' h₂.ne', Real.cos_pi_div_two,
      show (1 / m₁ - 1 / m₂) ^ 2 + 4 * (0 : ℝ) ^ 2 / (m₁ * m₂) = (1 / m₂ - 1 / m₁) ^ 2 by ring]
    exact Real.sqrt_sq (sub_nonneg.mpr (one_div_le_one_div_of_le h₂ h))
  constructor
  · rw [acousticSq, hs]
    ring
  · rw [opticalSq, hs]
    ring

end

end DiatomicZoneFolding
```

The ordering of the masses matters: with $K=1$, $m_1=1$ and $m_2=2$, the acoustic value is $1=2K/m_2$, not $2K/m_1=2$.

```lean
#print axioms DiatomicZoneFolding.diatomic_mode_iff
#print axioms DiatomicZoneFolding.zone_folding
#print axioms DiatomicZoneFolding.branches_meet_iff
#print axioms DiatomicZoneFolding.zone_boundary_values
```

```
'DiatomicZoneFolding.diatomic_mode_iff' depends on axioms: [propext, Classical.choice, Quot.sound]
'DiatomicZoneFolding.zone_folding' depends on axioms: [propext, Classical.choice, Quot.sound]
'DiatomicZoneFolding.branches_meet_iff' depends on axioms: [propext, Classical.choice, Quot.sound]
'DiatomicZoneFolding.zone_boundary_values' depends on axioms: [propext, Classical.choice, Quot.sound]
```

Q: Nothing so far forces $K>0$. Does that worry you?

A: It makes the statements more general than the physics requires. A stable chain has $K>0$, and then $w_-\le w_+$ and both are nonnegative, so they are squares of real frequencies. For $K<0$ the identities still hold, but the names no longer indicate the order of the branches, and negative $w$ signals an instability.

Q: What does the model leave out?

A: Anharmonicity, forces beyond nearest neighbours, alternating springs, transverse motion, and finite chains with their boundary conditions. Bloch waves are put in as the form of the solution; their completeness is not addressed.

Q: Where would I meet this in practice?

A: In phonon calculations with a supercell. For this one-dimensional harmonic nearest-neighbour chain, doubling the cell without changing the atoms adds an "optical" branch that is the outer half of the original dispersion, folded back, so its presence alone is no sign of new physics.
